# Existence and uniqueness of the formal perturbation series for a simple eigenvalue of a Hermitian matrix

A quantum system with finitely many basis states has Hamiltonian $H_0$ and a nondegenerate level $E_0$ with unit eigenvector $\psi_0$. When a perturbation $sV$ is switched on, exactly one pair of formal power series $\psi(s)=\sum_k s^k\psi_k$, $E(s)=\sum_k s^kE_k$ starts at $(\psi_0,E_0)$ and satisfies

$$(H_0+sV)\psi(s)=E(s)\psi(s),\qquad \langle\psi_0,\psi(s)\rangle=1.$$

Here $H_0$ is Hermitian and $V$ may be any complex matrix. If $V$ is Hermitian too, every $E_k$ is real.

## The equation and its unknowns

```lean
import Mathlib

open PowerSeries
open scoped Matrix

namespace FormalPerturbationSeries

noncomputable section

variable {n : Type*} [Fintype n]
```

The finite type `n` labels the basis states.

```lean
/-- The Hamiltonian `H0 + s V`, as a matrix of formal power series in the coupling `s`. -/
def hamiltonian (H0 V : Matrix n n ℂ) : Matrix n n ℂ⟦X⟧ :=
  Matrix.of fun i j => C (H0 i j) + X * C (V i j)
```

This is $H_0+sV$. Lean's `X` is the coupling $s$, `C` turns a number into a constant series, and `ℂ⟦X⟧` is the set of formal power series with complex coefficients.

```lean
/-- The series `ψ(s)`, `E(s)` start at `ψ0`, `E0`, solve `(H0 + s V) ψ = E ψ`, and satisfy
the intermediate normalisation `⟨ψ0, ψ(s)⟩ = 1`. -/
structure IsPerturbationSeries (H0 V : Matrix n n ℂ) (ψ0 : n → ℂ) (E0 : ℝ)
    (ψ : n → ℂ⟦X⟧) (E : ℂ⟦X⟧) : Prop where
  start_state : ∀ i, coeff 0 (ψ i) = ψ0 i
  start_energy : coeff 0 E = (E0 : ℂ)
  schrodinger : hamiltonian H0 V *ᵥ ψ = E • ψ
  normalised : ∑ i, C (star (ψ0 i)) * ψ i = 1
```

The four fields are the two starting values, the Schrödinger equation and the intermediate normalisation; `*ᵥ` is matrix times vector. The series are lists of coefficients. Passing to an eigenvector at a numerical value of $s$ would need convergence, which is not addressed here.

## One order at a time

```lean
/-- The linear map that acts on the unknowns of one order, a state correction `x` and an
energy correction `e`: it sends `(x, e)` to `((H0 - E0) x - e ψ0, ⟨ψ0, x⟩)`. -/
def orderMap (H0 : Matrix n n ℂ) (ψ0 : n → ℂ) (E0 : ℝ) :
    ((n → ℂ) × ℂ) →ₗ[ℂ] ((n → ℂ) × ℂ) where
  toFun p := (H0 *ᵥ p.1 - (E0 : ℂ) • p.1 - p.2 • ψ0, star ψ0 ⬝ᵥ p.1)
  map_add' p q := by
    refine Prod.ext ?_ ?_
    · simp only [Prod.fst_add, Prod.snd_add, Matrix.mulVec_add]
      module
    · simp only [Prod.fst_add, Prod.snd_add, dotProduct_add]
  map_smul' c p := by
    refine Prod.ext ?_ ?_
    · simp only [Prod.smul_fst, Prod.smul_snd, Matrix.mulVec_smul, RingHom.id_apply,
        smul_eq_mul]
      module
    · simp only [Prod.smul_fst, Prod.smul_snd, dotProduct_smul, RingHom.id_apply]
```

The unknowns of one order are a state correction $x$ and an energy correction $e$. They enter through

$$(x,e)\mapsto\big((H_0-E_0)x-e\psi_0,\ \langle\psi_0,x\rangle\big).$$

The expression `star ψ0 ⬝ᵥ x` is $\langle\psi_0,x\rangle$. The last two fields check linearity.

```lean
/-- The state and energy coefficients of order `k`. -/
def term (ψ : n → ℂ⟦X⟧) (E : ℂ⟦X⟧) (k : ℕ) : (n → ℂ) × ℂ :=
  (fun i => coeff k (ψ i), coeff k E)
```

`term ψ E k` is the pair $(\psi_k,E_k)$.

```lean
/-- The source at order `m + 1`, built from the terms `u` of orders up to `m`. -/
def source (V : Matrix n n ℂ) (u : ℕ → (n → ℂ) × ℂ) (m : ℕ) : n → ℂ :=
  ∑ k ∈ Finset.range m, (u (k + 1)).2 • (u (m - k)).1 - V *ᵥ (u m).1
```

The source for order $m+1$ is

$$b_m=\sum_{k=0}^{m-1}E_{k+1}\psi_{m-k}-V\psi_m .$$

```lean
/-- The terms of all orders, computed recursively from a given solver of the one-order
problem. -/
def corrections (solve : (n → ℂ) × ℂ → (n → ℂ) × ℂ) (V : Matrix n n ℂ)
    (start : (n → ℂ) × ℂ) : ℕ → (n → ℂ) × ℂ
  | 0 => start
  | m + 1 => solve (∑ k : Fin m, (corrections solve V start (k + 1)).2 •
      (corrections solve V start (m - k)).1 - V *ᵥ (corrections solve V start m).1, 0)
termination_by m => m
decreasing_by all_goals omega
```

Given a procedure `solve` for one order, this recursion produces all orders, each from the lower ones.

```lean
/-- For Hermitian `H0` and a unit eigenvector `ψ0` with simple eigenvalue `E0`, the problem
of a single order has exactly one solution for every right-hand side. -/
theorem orderMap_bijective {H0 : Matrix n n ℂ} {ψ0 : n → ℂ} {E0 : ℝ}
    (hH : H0.IsHermitian) (h0 : H0 *ᵥ ψ0 = (E0 : ℂ) • ψ0) (hn : star ψ0 ⬝ᵥ ψ0 = 1)
    (hs : ∀ x, H0 *ᵥ x = (E0 : ℂ) • x → ∃ c : ℂ, x = c • ψ0) :
    Function.Bijective (orderMap H0 ψ0 E0) := by
  have hinj : Function.Injective (orderMap H0 ψ0 E0) := by
    rw [injective_iff_map_eq_zero]
    rintro ⟨x, e⟩ h
    have h1 : H0 *ᵥ x - (E0 : ℂ) • x - e • ψ0 = 0 := congrArg Prod.fst h
    have h2 : star ψ0 ⬝ᵥ x = 0 := congrArg Prod.snd h
    -- the bra of `ψ0` is a left eigenvector
    have hl : star ψ0 ᵥ* H0 = (E0 : ℂ) • star ψ0 := by
      have h3 := congrArg star h0
      rw [Matrix.star_mulVec, hH.eq] at h3
      rw [h3]
      ext i
      simp
    -- projecting on `ψ0` leaves only the energy correction, which is therefore zero
    have he : e = 0 := by
      have h4 := congrArg (fun y => star ψ0 ⬝ᵥ y) h1
      simpa [dotProduct_sub, dotProduct_smul, Matrix.dotProduct_mulVec, hl,
        smul_dotProduct, h2, hn] using h4
    subst he
    obtain ⟨c, rfl⟩ := hs x (by simpa [sub_eq_zero] using h1)
    have hc : c = 0 := by simpa [dotProduct_smul, hn] using h2
    simp [hc]
  exact ⟨hinj, LinearMap.injective_iff_surjective.mp hinj⟩
```

The hypotheses say that $H_0$ is Hermitian (`hH`), that $\psi_0$ is an eigenvector (`h0`) of unit length (`hn`), and that every solution of $H_0x=E_0x$ is a multiple of $\psi_0$ (`hs`). The claim is that the map of one order is bijective.

Suppose it sends $(x,e)$ to zero. The adjoint of the eigenvalue equation is $\psi_0^\dagger H_0=E_0\psi_0^\dagger$ (`hl`), so projecting on $\psi_0$ gives

$$0=\langle\psi_0,(H_0-E_0)x\rangle-e\langle\psi_0,\psi_0\rangle=-e .$$

Then $H_0x=E_0x$, hence $x=c\psi_0$, and $c=\langle\psi_0,x\rangle=0$. The map is therefore injective. A linear map from a finite-dimensional space to itself is then also surjective.

```lean
lemma coeff_hamiltonian_succ (H0 V : Matrix n n ℂ) (ψ : n → ℂ⟦X⟧) (m : ℕ) (i : n) :
    coeff (m + 1) ((hamiltonian H0 V *ᵥ ψ) i) =
      (H0 *ᵥ fun j => coeff (m + 1) (ψ j)) i + (V *ᵥ fun j => coeff m (ψ j)) i := by
  simp only [Matrix.mulVec, dotProduct, hamiltonian, Matrix.of_apply, map_sum, add_mul,
    map_add, mul_assoc, coeff_C_mul, coeff_succ_X_mul, Finset.sum_add_distrib]
```

The coefficient of $s^{m+1}$ in $(H_0+sV)\psi$ is $H_0\psi_{m+1}+V\psi_m$.

```lean
lemma coeff_mul_succ' (E φ : ℂ⟦X⟧) (m : ℕ) :
    coeff (m + 1) (E * φ) = coeff 0 E * coeff (m + 1) φ + coeff (m + 1) E * coeff 0 φ +
      ∑ k ∈ Finset.range m, coeff (k + 1) E * coeff (m - k) φ := by
  rw [coeff_mul, Finset.Nat.sum_antidiagonal_eq_sum_range_succ
    (fun a b => coeff a E * coeff b φ), Finset.sum_range_succ, Finset.sum_range_succ']
  simp only [Nat.sub_self, Nat.add_sub_add_right, Nat.sub_zero]
  ring
```

In a product of series, the two end terms are split off from the sum. For $E\psi$ this gives $E_0\psi_{m+1}+E_{m+1}\psi_0+\sum_{k=0}^{m-1}E_{k+1}\psi_{m-k}$.

```lean
/-- For a unit eigenvector `ψ0` of `H0` with eigenvalue `E0`, a pair of series solves the
perturbation problem iff it starts at `(ψ0, E0)` and each later order solves the one-order
problem with the source made by the lower orders. -/
theorem isPerturbationSeries_iff {H0 V : Matrix n n ℂ} {ψ0 : n → ℂ} {E0 : ℝ}
    (h0 : H0 *ᵥ ψ0 = (E0 : ℂ) • ψ0) (hn : star ψ0 ⬝ᵥ ψ0 = 1)
    (ψ : n → ℂ⟦X⟧) (E : ℂ⟦X⟧) :
    IsPerturbationSeries H0 V ψ0 E0 ψ E ↔ term ψ E 0 = (ψ0, (E0 : ℂ)) ∧
      ∀ m, orderMap H0 ψ0 E0 (term ψ E (m + 1)) = (source V (term ψ E) m, 0) := by
  -- the residual of the Schrödinger equation at order `m + 1`
  have res : (∀ i, coeff 0 (ψ i) = ψ0 i) → coeff 0 E = (E0 : ℂ) → ∀ m i,
      coeff (m + 1) ((hamiltonian H0 V *ᵥ ψ) i) - coeff (m + 1) ((E • ψ) i) =
        (orderMap H0 ψ0 E0 (term ψ E (m + 1))).1 i - source V (term ψ E) m i := by
    intro h1 h2 m i
    rw [coeff_hamiltonian_succ, Pi.smul_apply, smul_eq_mul, coeff_mul_succ', h1, h2]
    simp only [orderMap, LinearMap.coe_mk, AddHom.coe_mk, source, term, Pi.sub_apply,
      Finset.sum_apply, Pi.smul_apply, smul_eq_mul]
    ring
  have nrm : ∀ k, coeff k (∑ i, C (star (ψ0 i)) * ψ i) = star ψ0 ⬝ᵥ (term ψ E k).1 := by
    intro k
    simp only [map_sum, coeff_C_mul, dotProduct, term, Pi.star_apply]
  constructor
  · rintro ⟨h1, h2, h3, h4⟩
    refine ⟨Prod.ext (funext h1) h2, fun m => Prod.ext (funext fun i => ?_) ?_⟩
    · have h := res h1 h2 m i
      rw [h3, sub_self] at h
      exact sub_eq_zero.mp h.symm
    · have h := nrm (m + 1)
      rw [h4, coeff_one, if_neg (Nat.succ_ne_zero m)] at h
      exact h.symm
  · rintro ⟨hz, hm⟩
    have h1 : ∀ i, coeff 0 (ψ i) = ψ0 i := congrFun (congrArg Prod.fst hz)
    have h2 : coeff 0 E = (E0 : ℂ) := congrArg Prod.snd hz
    refine ⟨h1, h2, funext fun i => PowerSeries.ext fun k => ?_,
      PowerSeries.ext fun k => ?_⟩
    · cases k with
      | zero =>
        have h := congrFun h0 i
        simp only [Matrix.mulVec, dotProduct, Pi.smul_apply, smul_eq_mul] at h
        simp only [Matrix.mulVec, dotProduct, hamiltonian, Matrix.of_apply, map_sum,
          add_mul, map_add, mul_assoc, coeff_C_mul, coeff_zero_X_mul, add_zero,
          Pi.smul_apply, smul_eq_mul, h1, h]
        rw [coeff_mul, Finset.Nat.antidiagonal_zero, Finset.sum_singleton, h1, h2]
      | succ m =>
        have h := res h1 h2 m i
        rw [hm m, sub_self] at h
        exact sub_eq_zero.mp h
    · rw [nrm, coeff_one]
      cases k with
      | zero => rw [hz, if_pos rfl]; exact hn
      | succ m =>
        rw [if_neg (Nat.succ_ne_zero m)]
        exact congrArg Prod.snd (hm m)
```

Equating the two coefficients of $s^{m+1}$ found above and rearranging gives the first equation below; the normalisation gives the second:

$$(H_0-E_0)\psi_{m+1}-E_{m+1}\psi_0=b_m,\qquad \langle\psi_0,\psi_{m+1}\rangle=0 .$$

The step `res` is this rearrangement and `nrm` reads off the normalisation. Order zero is the unperturbed problem, supplied by `h0` and `hn`.

## All orders together

```lean
/-- Let `H0` be Hermitian with unit eigenvector `ψ0` and simple eigenvalue `E0`. For every
matrix `V`, exactly one pair of formal power series starting at `ψ0`, `E0` solves
`(H0 + s V) ψ = E ψ` with `⟨ψ0, ψ(s)⟩ = 1`. -/
theorem existsUnique_perturbationSeries {H0 : Matrix n n ℂ} (V : Matrix n n ℂ)
    {ψ0 : n → ℂ} {E0 : ℝ} (hH : H0.IsHermitian) (h0 : H0 *ᵥ ψ0 = (E0 : ℂ) • ψ0)
    (hn : star ψ0 ⬝ᵥ ψ0 = 1)
    (hs : ∀ x, H0 *ᵥ x = (E0 : ℂ) • x → ∃ c : ℂ, x = c • ψ0) :
    ∃! p : (n → ℂ⟦X⟧) × ℂ⟦X⟧, IsPerturbationSeries H0 V ψ0 E0 p.1 p.2 := by
  have hb := orderMap_bijective hH h0 hn hs
  refine existsUnique_of_exists_of_unique ?_ ?_
  · -- existence: solve order by order
    obtain ⟨solve, hsolve⟩ := hb.2.hasRightInverse
    let u := corrections solve V (ψ0, (E0 : ℂ))
    have hu0 : u 0 = (ψ0, (E0 : ℂ)) := by
      simp only [u]
      rw [corrections]
    have hu : ∀ m, u (m + 1) = solve (source V u m, 0) := by
      intro m
      simp only [u, source]
      rw [corrections, Finset.sum_range]
    refine ⟨(fun i => PowerSeries.mk fun k => (u k).1 i, PowerSeries.mk fun k => (u k).2),
      (isPerturbationSeries_iff h0 hn _ _).mpr ?_⟩
    have ht : term (fun i => PowerSeries.mk fun k => (u k).1 i)
        (PowerSeries.mk fun k => (u k).2) = u :=
      funext fun k => Prod.ext (funext fun i => coeff_mk _ _) (coeff_mk _ _)
    rw [ht]
    exact ⟨hu0, fun m => by rw [hu]; exact hsolve _⟩
  · -- uniqueness: equal lower orders have equal sources
    rintro ⟨ψ, E⟩ ⟨φ, F⟩ h h'
    obtain ⟨a0, a⟩ := (isPerturbationSeries_iff h0 hn ψ E).mp h
    obtain ⟨b0, b⟩ := (isPerturbationSeries_iff h0 hn φ F).mp h'
    have key : ∀ k, term ψ E k = term φ F k := by
      intro k
      induction k using Nat.strong_induction_on with
      | _ k ih =>
        cases k with
        | zero => rw [a0, b0]
        | succ m =>
          apply hb.1
          have hsrc : source V (term ψ E) m = source V (term φ F) m := by
            unfold source
            rw [ih m (by omega)]
            refine congrArg (fun y => y - V *ᵥ (term φ F m).1)
              (Finset.sum_congr rfl fun k hk => ?_)
            have hk' := Finset.mem_range.mp hk
            rw [ih (k + 1) (by omega), ih (m - k) (by omega)]
          rw [a, b, hsrc]
    exact Prod.ext
      (funext fun i => PowerSeries.ext fun k => congrFun (congrArg Prod.fst (key k)) i)
      (PowerSeries.ext fun k => congrArg Prod.snd (key k))
```

The symbol `∃!` means "there is exactly one". For existence, surjectivity provides `solve`, and the recursion builds the series. For uniqueness, take two solutions that agree through order $m$. Their sources $b_m$ are equal, so injectivity makes order $m+1$ equal; strong induction covers every order.

For example, take $H_0=\mathrm{diag}(0,1)$, $V=\begin{pmatrix}0&1\\1&0\end{pmatrix}$ and $\psi_0=(1,0)$. The first source is $-V\psi_0=(0,-1)$, which gives $E_1=0$ and $\psi_1=(0,-1)$. The second is $E_1\psi_1-V\psi_1=(1,0)$, which gives $E_2=-1$ and $\psi_2=0$. In a finite determinant basis with a nondegenerate reference, Møller–Plesset corrections are coefficients of this kind.

```lean
/-- If `H0` and `V` are Hermitian, the energy coefficients of a perturbation series are real
at every order. -/
theorem energy_coeff_real {H0 V : Matrix n n ℂ} {ψ0 : n → ℂ} {E0 : ℝ}
    {ψ : n → ℂ⟦X⟧} {E : ℂ⟦X⟧} (hH : H0.IsHermitian) (hV : V.IsHermitian)
    (h : IsPerturbationSeries H0 V ψ0 E0 ψ E) (k : ℕ) : (coeff k E).im = 0 := by
  -- `σ` conjugates every coefficient
  let σ : ℂ⟦X⟧ →+* ℂ⟦X⟧ := PowerSeries.map (starRingEnd ℂ)
  have hσ : ∀ i j, σ (hamiltonian H0 V i j) = hamiltonian H0 V j i := by
    intro i j
    have a : starRingEnd ℂ (H0 i j) = H0 j i := hH.apply j i
    have b : starRingEnd ℂ (V i j) = V j i := hV.apply j i
    simp only [σ, hamiltonian, Matrix.of_apply, map_add, map_mul, PowerSeries.map_C,
      PowerSeries.map_X, a, b]
  have h1 : ∀ i, ∑ j, hamiltonian H0 V i j * ψ j = E * ψ i :=
    fun i => congrFun h.schrodinger i
  have h2 : ∀ i, ∑ j, hamiltonian H0 V j i * σ (ψ j) = σ E * σ (ψ i) := by
    intro i
    have h3 := congrArg σ (h1 i)
    simpa only [map_sum, map_mul, hσ] using h3
  -- `E` and its conjugate, each times `⟨ψ, ψ⟩`, both equal `⟨ψ, H ψ⟩`
  have h3 : E * ∑ i, σ (ψ i) * ψ i = σ E * ∑ i, σ (ψ i) * ψ i := by
    calc E * ∑ i, σ (ψ i) * ψ i
        = ∑ i, σ (ψ i) * ∑ j, hamiltonian H0 V i j * ψ j := by
          rw [Finset.mul_sum]
          refine Finset.sum_congr rfl fun i _ => ?_
          rw [h1]
          ring
      _ = ∑ j, (∑ i, hamiltonian H0 V i j * σ (ψ i)) * ψ j := by
          simp only [Finset.mul_sum, Finset.sum_mul]
          rw [Finset.sum_comm]
          exact Finset.sum_congr rfl fun j _ => Finset.sum_congr rfl fun i _ => by ring
      _ = σ E * ∑ i, σ (ψ i) * ψ i := by
          rw [Finset.mul_sum]
          refine Finset.sum_congr rfl fun i _ => ?_
          rw [h2]
          ring
  have hz : ∀ a b : ℂ⟦X⟧, coeff 0 (a * b) = coeff 0 a * coeff 0 b := by
    intro a b
    simp
  have hN : coeff 0 (∑ i, σ (ψ i) * ψ i) = 1 := by
    have h4 := congrArg (coeff 0) h.normalised
    simp only [map_sum, coeff_C_mul, h.start_state, coeff_zero_one] at h4
    simp only [map_sum, hz, σ, PowerSeries.coeff_map, h.start_state]
    exact h4
  have hN0 : ∑ i, σ (ψ i) * ψ i ≠ 0 := by
    intro h5
    rw [h5, map_zero] at hN
    exact zero_ne_one hN
  have hE : E = σ E := mul_right_cancel₀ hN0 h3
  have hk := congrArg (coeff k) hE
  simp only [σ, PowerSeries.coeff_map] at hk
  exact Complex.conj_eq_iff_im.mp hk.symm
```

Write $H=H_0+sV$ and let a bar conjugate every coefficient (`σ` in the code). Since $\overline{H_{ij}}=H_{ji}$,

$$E\sum_i\bar\psi_i\psi_i=\sum_{i,j}\bar\psi_iH_{ij}\psi_j=\bar E\sum_i\bar\psi_i\psi_i ,$$

where $i,j$ label components. The common factor has constant term $\langle\psi_0,\psi_0\rangle=1$, so it is a nonzero series and cancels. Thus $E=\bar E$.

## A degenerate starting state without a series

```lean
/-- Two degenerate levels, `H0 = 0`, with an off-diagonal coupling: no perturbation series
starts at the first basis state. -/
theorem no_series_of_degenerate :
    ¬ ∃ (ψ : Fin 2 → ℂ⟦X⟧) (E : ℂ⟦X⟧),
      IsPerturbationSeries 0 !![0, 1; 1, 0] ![1, 0] 0 ψ E := by
  rintro ⟨ψ, E, h⟩
  -- first order, second component: the coupling has nothing to balance it
  have e := congrArg (coeff (0 + 1)) (congrFun h.schrodinger 1)
  rw [coeff_hamiltonian_succ, Pi.smul_apply, smul_eq_mul, coeff_mul_succ',
    h.start_energy] at e
  simp only [h.start_state] at e
  simp [Matrix.mulVec, dotProduct, Fin.sum_univ_two] at e

end

end FormalPerturbationSeries
```

Here $H_0=0$, $E_0=0$ and $\psi_0=(1,0)$, so only simplicity fails. In component 1 (Lean counts from 0), the first-order equation has $(V\psi_0)_1=1$ on the left and $E_0(\psi_1)_1+E_1(\psi_0)_1=0$ on the right. Without simplicity, then, a series need not exist, even for Hermitian $V$. The coupling selects the combinations $(1,\pm1)/\sqrt2$, and $(1,0)$ is neither.

```lean
#print axioms FormalPerturbationSeries.existsUnique_perturbationSeries
#print axioms FormalPerturbationSeries.energy_coeff_real
#print axioms FormalPerturbationSeries.no_series_of_degenerate
```

```
'FormalPerturbationSeries.existsUnique_perturbationSeries' depends on axioms: [propext, Classical.choice, Quot.sound]
'FormalPerturbationSeries.energy_coeff_real' depends on axioms: [propext, Classical.choice, Quot.sound]
'FormalPerturbationSeries.no_series_of_degenerate' depends on axioms: [propext, Classical.choice, Quot.sound]
```
